# The Summed Intensity of Degenerate Modes Is Invariant under Real Orthogonal Mixing

Two vibrational calculations on the same molecule can agree on every frequency and still disagree on the intensity of a single mode. When two modes are degenerate, an eigenvalue solver may return any orthonormal pair of vectors in their common eigenspace. In the two-orbital example below, one choice gives the intensities 1 and 0, and another, rotated by 45°, gives 1/2 and 1/2. A mode-by-mode comparison would report a discrepancy where there is none. The sum is 1 in both cases.

Let M_k be the electronic coupling matrix of mode k, for finitely many modes and orbitals, and let A and B be square complex matrices on the same orbitals. The intensity of mode k is taken to be

I_k = tr(M_k A M_k B).

Traces of this form occur in lowest-order descriptions of inelastic electron tunnelling spectroscopy (IETS), where A and B can be spectral functions belonging to the two electrodes. A real matrix O mixes the modes:

M'_k = Σ_l O_kl M_l.

This is how couplings transform when degenerate modes are recombined, because a coupling is linear in the mode displacement and modes of equal frequency share the same zero-point amplitude factor. The claim is that Σ_k I_k does not change if OᵀO = 1. If A and B depend on the mode frequency ω_k, the claim still holds provided that O combines only modes of equal frequency.

## Cancellation of the interference terms

Write A(ω_k) and B(ω_k) for the electronic matrices used with mode k. Inserting the mixed coupling twice gives

I'_k = Σ_l Σ_m O_kl O_km tr(M_l A(ω_k) M_m B(ω_k)).

The terms with l ≠ m describe interference between original modes. A single intensity can change through these terms or through the weights O_kl² of the terms with l = m. In the example with σ_z and σ_x below, the interference terms vanish and only the weights matter. Now take any term of the double sum. If O_kl = 0, the term vanishes. If O_kl ≠ 0, then ω_k = ω_l by assumption, so ω_k may be replaced by ω_l inside the trace. The trace no longer depends on k, and the sum over k acts only on the coefficients:

Σ_k I'_k = Σ_l Σ_m (Σ_k O_kl O_km) tr(M_l A(ω_l) M_m B(ω_l)).

The bracket is the entry (l, m) of OᵀO, which is 1 for l = m and 0 otherwise. What remains is

Σ_k I'_k = Σ_l tr(M_l A(ω_l) M_l B(ω_l)) = Σ_l I_l.

Orthogonality alone does not suffice when B differs between the mixed modes. Take one orbital and two modes with M_0 = 1, M_1 = 0, A = 1 at both frequencies, B(ω_0) = 1 and B(ω_1) = 0. The total is 1. A rotation of the modes by θ gives M'_0 = cos θ and M'_1 = −sin θ, and the total becomes cos²θ.

## Orthogonality recovered from the total

Conversely, suppose that there is at least one orbital and that O preserves the total for all Hermitian couplings when A = B = 1. Choose M_l = c_l 1 with real numbers c_l. With N orbitals, each intensity is N times the square of a number, and dividing by N gives

Σ_k (Σ_l O_kl c_l)² = Σ_k c_k².

So O preserves the Euclidean norm. Let e_i be the vector with entry 1 at position i and 0 elsewhere. Using c = e_i + e_j and c = e_i − e_j and subtracting the two equations, we get

4 Σ_k O_ki O_kj = 4 δ_ij,

where δ_ij is 1 for i = j and 0 otherwise. This is OᵀO = 1.

## Rotating σ_z into σ_x

Let M_0 = σ_z and M_1 = σ_x, and let A = B = P, the projector on the first orbital. For any 2 by 2 matrix M,

tr(M P M P) = (M_00)²,

so the intensities are 1 and 0. A rotation by θ gives

M'_0 = cos θ σ_z + sin θ σ_x,
M'_1 = −sin θ σ_z + cos θ σ_x.

Their upper left entries are cos θ and −sin θ, and the intensities are cos²θ and sin²θ. The first differs from 1 whenever sin θ ≠ 0.

## Intensities and mode mixing in Lean

The type `ι` labels the modes and `n` labels the orbitals. Both are finite.

```lean
import Mathlib

open Matrix

namespace DegenerateModeIntensities

noncomputable section

variable {ι n : Type*} [Fintype ι] [Fintype n]
```

The intensity is a definition and is not derived from a transport theory. Its value is complex, since `A` and `B` are arbitrary matrices and `M` need not be Hermitian.

```lean
/-- The intensity `tr (M A M B)` of a vibrational mode with electronic coupling matrix `M`,
for given electronic matrices `A` and `B`. -/
def modeIntensity (A B M : Matrix n n ℂ) : ℂ := (M * A * M * B).trace
```

The mixing follows the convention used above: the row index of `O` belongs to the new mode and the column index to the old one. The entries are real and are converted to complex numbers before they multiply the couplings.

```lean
/-- The coupling matrices after a real linear mixing `O` of the modes:
the new mode `k` couples through `∑ l, O k l • M l`. -/
def mixModes (O : Matrix ι ι ℝ) (M : ι → Matrix n n ℂ) (k : ι) : Matrix n n ℂ :=
  ∑ l, (O k l : ℂ) • M l
```

The first lemma is the double sum for I'_k, for one fixed pair `A`, `B`. It holds for every real `O`, orthogonal or not.

```lean
/-- The intensity of a mixed mode is a double sum over the original modes,
including the interference terms between different modes. -/
theorem modeIntensity_mixModes (O : Matrix ι ι ℝ) (M : ι → Matrix n n ℂ)
    (A B : Matrix n n ℂ) (k : ι) :
    modeIntensity A B (mixModes O M k) =
      ∑ l, ∑ m, ((O k l * O k m : ℝ) : ℂ) * (M l * A * M m * B).trace := by
  unfold modeIntensity mixModes
  rw [Finset.sum_mul, Finset.sum_mul, Finset.sum_mul, Matrix.trace_sum]
  refine Finset.sum_congr rfl fun l _ => ?_
  rw [Finset.mul_sum, Finset.sum_mul, Matrix.trace_sum]
  refine Finset.sum_congr rfl fun m _ => ?_
  simp only [Matrix.smul_mul, Matrix.mul_smul, Matrix.trace_smul, smul_eq_mul,
    Complex.ofReal_mul]
  ring
```

The first group of rewrites pulls the sum over `l` out of the left coupling and through the trace, and the second does the same for the sum over `m` in the right coupling. The last lines collect the two scalar factors.

## Invariance for equal frequencies and for fixed A and B

In the main theorem, `hO` is OᵀO = 1, and `ω` assigns a frequency to each mode. The hypothesis `hω` says that a nonzero entry `O k l` is allowed only if the two frequencies are equal. This is exact equality, so a mixing that combines modes of nearly but not exactly equal frequency does not satisfy it. The functions `A` and `B` return the electronic matrices at a given frequency, and the mixed mode `k` is evaluated at `ω k`.

```lean
/-- Let the electronic matrices depend on the mode frequency. The summed intensity is unchanged
by every real orthogonal mixing that combines only modes of equal frequency. -/
theorem total_intensity_invariant_of_degenerate [DecidableEq ι] (O : Matrix ι ι ℝ)
    (hO : Oᵀ * O = 1) (M : ι → Matrix n n ℂ) (ω : ι → ℝ)
    (hω : ∀ k l, O k l ≠ 0 → ω k = ω l) (A B : ℝ → Matrix n n ℂ) :
    ∑ k, modeIntensity (A (ω k)) (B (ω k)) (mixModes O M k) =
      ∑ k, modeIntensity (A (ω k)) (B (ω k)) (M k) := by
  have orth : ∀ l m, ∑ k, O k l * O k m = if l = m then 1 else 0 := by
    intro l m
    have h := congrArg (fun X : Matrix ι ι ℝ => X l m) hO
    simpa [Matrix.mul_apply, Matrix.one_apply] using h
  calc ∑ k, modeIntensity (A (ω k)) (B (ω k)) (mixModes O M k)
      = ∑ k, ∑ l, ∑ m, ((O k l * O k m : ℝ) : ℂ) *
          (M l * A (ω l) * M m * B (ω l)).trace := by
        -- only modes of the same frequency contribute to mode `k`
        refine Finset.sum_congr rfl fun k _ => ?_
        rw [modeIntensity_mixModes]
        refine Finset.sum_congr rfl fun l _ => Finset.sum_congr rfl fun m _ => ?_
        by_cases h : O k l = 0
        · simp [h]
        · rw [hω k l h]
    _ = ∑ l, ∑ m, ((∑ k, O k l * O k m : ℝ) : ℂ) *
          (M l * A (ω l) * M m * B (ω l)).trace := by
        rw [Finset.sum_comm]
        refine Finset.sum_congr rfl fun l _ => ?_
        rw [Finset.sum_comm]
        refine Finset.sum_congr rfl fun m _ => ?_
        rw [Complex.ofReal_sum, Finset.sum_mul]
    _ = ∑ l, modeIntensity (A (ω l)) (B (ω l)) (M l) := by
        -- orthogonality of the columns removes the interference terms
        refine Finset.sum_congr rfl fun l _ => ?_
        rw [Finset.sum_eq_single l]
        · rw [orth, if_pos rfl, Complex.ofReal_one, one_mul, modeIntensity]
        · intro m _ hm
          rw [orth, if_neg hm.symm, Complex.ofReal_zero, zero_mul]
        · simp
```

The statement `orth` reads off the entries of `hO` as scalar products of columns. The `calc` chain then has the three steps of the derivation. The first expands each intensity and splits on whether `O k l` is zero: if it is, both sides vanish, and if not, `hω` replaces `ω k` by `ω l`. The second exchanges the order of summation so that the sum over `k` stands innermost. The third uses `Finset.sum_eq_single` to keep only the term m = l.

For fixed `A` and `B`, no condition on frequencies is needed.

```lean
/-- For fixed electronic matrices `A` and `B`, the summed intensity of finitely many modes
is unchanged by every real orthogonal mixing of their couplings. -/
theorem total_intensity_invariant [DecidableEq ι] (O : Matrix ι ι ℝ) (hO : Oᵀ * O = 1)
    (M : ι → Matrix n n ℂ) (A B : Matrix n n ℂ) :
    ∑ k, modeIntensity A B (mixModes O M k) = ∑ k, modeIntensity A B (M k) :=
  total_intensity_invariant_of_degenerate O hO M (fun _ => 0) (fun _ _ _ => rfl)
    (fun _ => A) (fun _ => B)
```

The proof gives all modes the same label 0 in place of a frequency, which makes `hω` trivial. Taking `ι` to be a single degenerate group gives the invariance of that group's summed intensity. For IETS simulations whose intensities have this trace form in a finite orbital basis, the sum over a degenerate group can therefore be compared between two choices of mode vectors.

## Orthogonality as a necessary condition

The hypothesis `h` of the converse concerns only Hermitian couplings and only A = B = 1, so a preserved total in this simple case already forces `O` to be orthogonal. The assumption `Nonempty n` excludes an empty orbital space, where every trace is zero and the total carries no information about `O`.

```lean
/-- Conversely, on a nonempty set of orbitals, a real mixing that preserves the summed intensity
of all Hermitian couplings for `A = B = 1` is orthogonal. -/
theorem orthogonal_of_total_invariant [DecidableEq ι] [DecidableEq n] [Nonempty n]
    (O : Matrix ι ι ℝ)
    (h : ∀ M : ι → Matrix n n ℂ, (∀ k, (M k).IsHermitian) →
      ∑ k, modeIntensity 1 1 (mixModes O M k) = ∑ k, modeIntensity 1 1 (M k)) :
    Oᵀ * O = 1 := by
  have hI : ∀ z : ℂ, modeIntensity 1 1 (z • (1 : Matrix n n ℂ)) = z ^ 2 * Fintype.card n := by
    intro z
    simp only [modeIntensity, mul_one, Matrix.smul_mul, one_mul, Matrix.trace_smul,
      Matrix.trace_one, smul_eq_mul]
    ring
  have hcard : (Fintype.card n : ℂ) ≠ 0 := Nat.cast_ne_zero.mpr Fintype.card_ne_zero
  -- couplings proportional to the identity show that `O` preserves the Euclidean norm
  have key : ∀ c : ι → ℝ, ∑ k, (∑ l, O k l * c l) ^ 2 = ∑ k, c k ^ 2 := by
    intro c
    have hmix : ∀ k, mixModes O (fun l => (c l : ℂ) • (1 : Matrix n n ℂ)) k =
        ((∑ l, O k l * c l : ℝ) : ℂ) • (1 : Matrix n n ℂ) := by
      intro k
      simp only [mixModes, smul_smul, Complex.ofReal_sum, Complex.ofReal_mul, Finset.sum_smul]
    have h1 := h (fun l => (c l : ℂ) • (1 : Matrix n n ℂ))
      (fun k => by simp [Matrix.IsHermitian, Matrix.conjTranspose_smul])
    simp only [hmix, hI] at h1
    rw [← Finset.sum_mul, ← Finset.sum_mul] at h1
    have h2 := mul_right_cancel₀ hcard h1
    exact_mod_cast h2
  -- polarisation recovers the scalar products of the columns
  have pol : ∀ f g : ι → ℝ,
      ∑ k, (f k + g k) ^ 2 - ∑ k, (f k - g k) ^ 2 = 4 * ∑ k, f k * g k := by
    intro f g
    rw [← Finset.sum_sub_distrib, Finset.mul_sum]
    exact Finset.sum_congr rfl fun k _ => by ring
  have hs : ∀ k i, ∑ l, O k l * (if l = i then (1 : ℝ) else 0) = O k i := by
    intro k i
    simp
  ext i j
  have hp := key (fun l => (if l = i then 1 else 0) + (if l = j then 1 else 0))
  have hm := key (fun l => (if l = i then 1 else 0) - (if l = j then 1 else 0))
  simp only [mul_add, Finset.sum_add_distrib, hs] at hp
  simp only [mul_sub, Finset.sum_sub_distrib, hs] at hm
  have p1 := pol (fun k => O k i) (fun k => O k j)
  have p2 := pol (fun k => if k = i then 1 else 0) (fun k => if k = j then 1 else 0)
  beta_reduce at p1 p2
  have hd : ∑ k, (if k = i then (1 : ℝ) else 0) * (if k = j then 1 else 0) =
      (1 : Matrix ι ι ℝ) i j := by
    rcases eq_or_ne i j with rfl | hij
    · simp
    · simp [hij, hij.symm]
  rw [← hd, Matrix.mul_apply]
  simp only [Matrix.transpose_apply]
  linarith
```

Here `hI` computes the intensity of a multiple of the identity, and `hcard` allows the division by the number of orbitals. The statement `key` is the preservation of the Euclidean norm, and `pol` is the polarisation identity. The vectors e_i + e_j and e_i − e_j appear in `hp` and `hm`. The sum in `hd` is the scalar product of e_i and e_j, written as an entry of the identity matrix. The final `linarith` combines these equations into the one for entry (i, j) of OᵀO.

## One intensity that changes under rotation

The example needs two couplings, a projector and a rotation of the modes. The index 0 stands for the first mode or orbital.

```lean
/-- Two couplings on two orbitals: the Pauli matrices `σ_z` and `σ_x`. -/
def pauliPair : Fin 2 → Matrix (Fin 2) (Fin 2) ℂ :=
  ![!![1, 0; 0, -1], !![0, 1; 1, 0]]

/-- The projector on the first orbital. -/
def firstOrbital : Matrix (Fin 2) (Fin 2) ℂ := !![1, 0; 0, 0]

/-- The rotation of two modes by the angle `θ`. -/
def rotation (θ : ℝ) : Matrix (Fin 2) (Fin 2) ℝ :=
  !![Real.cos θ, Real.sin θ; -Real.sin θ, Real.cos θ]
```

The angle θ rotates the modes and not the orbitals: `rotation θ` acts on the mode labels, although both index sets happen to have two elements.

The next theorem confirms that the example consists of Hermitian couplings and an orthogonal mixing, so the invariance of the total applies to it.

```lean
/-- Both couplings of the pair are Hermitian, and the rotation of the modes is orthogonal. -/
theorem pauliPair_rotation_admissible (θ : ℝ) :
    (∀ k, (pauliPair k).IsHermitian) ∧ (rotation θ)ᵀ * rotation θ = 1 := by
  constructor
  · intro k
    refine Matrix.IsHermitian.ext fun i j => ?_
    fin_cases k <;> fin_cases i <;> fin_cases j <;> simp [pauliPair]
  · ext i j
    fin_cases i <;> fin_cases j <;>
      simp [rotation, Matrix.mul_apply, Fin.sum_univ_two] <;>
      nlinarith [Real.sin_sq_add_cos_sq θ]
```

Both parts are checked entry by entry, the second with the identity sin²θ + cos²θ = 1.

The intensities after the rotation follow by writing out the 2 by 2 products and their traces.

```lean
/-- With `A` and `B` both the projector on the first orbital, the rotated pair has the
intensities `cos² θ` and `sin² θ`. -/
theorem rotated_intensities (θ : ℝ) :
    modeIntensity firstOrbital firstOrbital (mixModes (rotation θ) pauliPair 0) =
        ((Real.cos θ ^ 2 : ℝ) : ℂ) ∧
      modeIntensity firstOrbital firstOrbital (mixModes (rotation θ) pauliPair 1) =
        ((Real.sin θ ^ 2 : ℝ) : ℂ) := by
  constructor <;>
    simp [modeIntensity, mixModes, rotation, pauliPair, firstOrbital, Fin.sum_univ_two,
      Matrix.trace_fin_two] <;>
    ring
```

The last theorem compares the first mode before and after the rotation.

```lean
/-- With `A` and `B` both the projector on the first orbital, the intensity of the first mode of the
pair changes under every rotation with `sin θ ≠ 0`. -/
theorem single_intensity_changes (θ : ℝ) (hθ : Real.sin θ ≠ 0) :
    modeIntensity firstOrbital firstOrbital (mixModes (rotation θ) pauliPair 0) ≠
      modeIntensity firstOrbital firstOrbital (pauliPair 0) := by
  have h0 : modeIntensity firstOrbital firstOrbital (pauliPair 0) = 1 := by
    simp [modeIntensity, pauliPair, firstOrbital, Matrix.trace_fin_two]
  rw [(rotated_intensities θ).1, h0]
  intro h
  have hc : Real.cos θ ^ 2 = 1 := by exact_mod_cast h
  have hsin : Real.sin θ ^ 2 = 0 := by linarith [Real.sin_sq_add_cos_sq θ]
  exact pow_ne_zero 2 hθ hsin

end

end DegenerateModeIntensities
```

The original intensity is 1, by `h0`. If the rotated one were equal to it, then cos²θ = 1 and hence sin²θ = 0, which contradicts `hθ`. An orthogonal change of mode vectors can thus alter a single intensity of this two-orbital model while the total stays the same.

```lean
#print axioms DegenerateModeIntensities.total_intensity_invariant_of_degenerate
#print axioms DegenerateModeIntensities.total_intensity_invariant
#print axioms DegenerateModeIntensities.pauliPair_rotation_admissible
#print axioms DegenerateModeIntensities.single_intensity_changes
```

```
'DegenerateModeIntensities.total_intensity_invariant_of_degenerate' depends on axioms: [propext, Classical.choice, Quot.sound]
'DegenerateModeIntensities.total_intensity_invariant' depends on axioms: [propext, Classical.choice, Quot.sound]
'DegenerateModeIntensities.pauliPair_rotation_admissible' depends on axioms: [propext, Classical.choice, Quot.sound]
'DegenerateModeIntensities.single_intensity_changes' depends on axioms: [propext, Classical.choice, Quot.sound]
```
